# At negative spin temperature and a fixed resonance quantum, the 0 to 1 line of a spin-1 with levels `B m + D m²` has a larger inverted population difference than the −1 to 0 line

A single spin-1 has the levels `B m + D m²`, with `m` = −1, 0, 1, where `B` is the field along the axis of the zero-field splitting, in energy units, and `D` is the axial splitting parameter. The populations are normalised Boltzmann populations at inverse temperature `b`. The theorem `inverted_populations` takes `b < 0` and a quantum `w > 0`, and puts the −1 to 0 transition in resonance at the field `B₁` and the 0 to 1 transition at `B₂`. It states that the lower level's population minus the upper's is negative for both lines, each at its own field, and is the more negative for the 0 to 1 line. The proof puts in the resonance fields `w + D` and `w - D`, which gives two fractions with the same numerator, `exp (b * w) - 1`. It then shows that this numerator is negative and compares the denominators, which differ only in the term from the level that takes no part in the transition.

In Lean, a first try:

```lean
import Mathlib

open Real

namespace InvertedPopulations

noncomputable section

/-- Energy `B m + D m²` of the spin-1 level `m` (one of -1, 0, 1) in the field `B`, in energy
units, with axial zero-field splitting `D`. -/
def level (B D : ℝ) (m : ℤ) : ℝ := B * m + D * m ^ 2

/-- Partition function of the three levels at inverse temperature `b`. -/
def partitionFn (b B D : ℝ) : ℝ :=
  exp (-b * level B D (-1)) + exp (-b * level B D 0) + exp (-b * level B D 1)

/-- Boltzmann population of the level `m` (one of -1, 0, 1). -/
def population (b B D : ℝ) (m : ℤ) : ℝ :=
  exp (-b * level B D m) / partitionFn b B D

/-- Population of the level `m` minus that of the level `n`. -/
def popDiff (b B D : ℝ) (m n : ℤ) : ℝ :=
  population b B D m - population b B D n

/-- The -1 to 0 transition is resonant with the quantum `w` exactly at the field `w + D`. -/
theorem resonance_minus_zero (B D w : ℝ) :
    level B D 0 - level B D (-1) = w ↔ B = w + D := by
  unfold level
  push_cast
  constructor <;> intro h <;> linarith

/-- The 0 to 1 transition is resonant with the quantum `w` exactly at the field `w - D`. -/
theorem resonance_zero_plus (B D w : ℝ) :
    level B D 1 - level B D 0 = w ↔ B = w - D := by
  unfold level
  push_cast
  constructor <;> intro h <;> linarith

/-- Population difference of the -1 to 0 line at its resonance field. The last term of the
denominator comes from the spectator level 1. -/
theorem popDiff_minus_zero (b D w : ℝ) :
    popDiff b (w + D) D (-1) 0 =
      (exp (b * w) - 1) / (exp (b * w) + 1 + exp (-(b * (w + 2 * D)))) := by
  have hm : exp (-b * level (w + D) D (-1)) = exp (b * w) :=
    congrArg exp (by unfold level; push_cast; ring)
  have h0 : exp (-b * level (w + D) D 0) = 1 := by
    rw [show -b * level (w + D) D 0 = 0 by unfold level; push_cast; ring, exp_zero]
  have hp : exp (-b * level (w + D) D 1) = exp (-(b * (w + 2 * D))) :=
    congrArg exp (by unfold level; push_cast; ring)
  unfold popDiff population partitionFn
  rw [hm, h0, hp, ← sub_div]

/-- Population difference of the 0 to 1 line at its resonance field, written with the numerator of
`popDiff_minus_zero`. The last term of the denominator comes from the spectator level -1. -/
theorem popDiff_zero_plus (b D w : ℝ) :
    popDiff b (w - D) D 0 1 =
      (exp (b * w) - 1) / (exp (b * w) + 1 + exp (2 * b * (w - D))) := by
  have hm : exp (-b * level (w - D) D (-1)) =
      exp (2 * b * (w - D)) * exp (-(b * w)) := by
    rw [← exp_add]
    exact congrArg exp (by unfold level; push_cast; ring)
  have h0 : exp (-b * level (w - D) D 0) = 1 := by
    rw [show -b * level (w - D) D 0 = 0 by unfold level; push_cast; ring, exp_zero]
  have hp : exp (-b * level (w - D) D 1) = exp (-(b * w)) :=
    congrArg exp (by unfold level; push_cast; ring)
  have h : exp (b * w) * exp (-(b * w)) = 1 := by
    rw [← exp_add, add_neg_cancel, exp_zero]
  unfold popDiff population partitionFn
  rw [hm, h0, hp, ← sub_div, div_eq_div_iff (by positivity) (by positivity)]
  -- numerator and denominator differ from the claimed ones by the factor exp (b w)
  linear_combination (-(2 + exp (2 * b * (w - D)))) * h

/-- At negative spin temperature and for a positive quantum, both population differences are
negative, and that of the -1 to 0 line is the smaller in magnitude. -/
theorem inverted_populations {b w B₁ B₂ D : ℝ} (hb : b < 0) (hw : 0 < w)
    (h₁ : level B₁ D 0 - level B₁ D (-1) = w)
    (h₂ : level B₂ D 1 - level B₂ D 0 = w) :
    popDiff b B₂ D 0 1 < popDiff b B₁ D (-1) 0 ∧ popDiff b B₁ D (-1) 0 < 0 := by
  rw [(resonance_minus_zero _ _ _).mp h₁, (resonance_zero_plus _ _ _).mp h₂,
    popDiff_minus_zero, popDiff_zero_plus]
  have hbw : b * w < 0 := mul_neg_of_neg_of_pos hb hw
  have hN : exp (b * w) - 1 < 0 := sub_neg.mpr (exp_lt_one hbw)
  -- the order of the spectator weights is reversed
  have hS : exp (2 * b * (w - D)) < exp (-(b * (w + 2 * D))) :=
    exp_lt_exp.mpr (by nlinarith)
  refine ⟨?_, div_neg_of_neg_of_pos hN (by positivity)⟩
  rw [div_lt_div_iff₀ (by positivity) (by positivity)]
  nlinarith [mul_pos_of_neg_of_neg hN (sub_neg.mpr hS)]

end

end InvertedPopulations
```

Messages:

```
Main.lean:82:48: error(lean.unknownIdentifier): Unknown identifier `exp_lt_one`
```

The one error is a lemma name that Lean can't find. The step `hN` has to show that `exp (b * w) - 1` is negative. `sub_neg.mpr` reduces this to `exp (b * w) < 1`, which should follow from `hbw : b * w < 0`. The proof calls on `exp_lt_one` for this, but no declaration can be reached under that name, even with `open Real` in force.

The repair uses `Real.exp_lt_one_iff` instead, which says that `exp x < 1` holds exactly when `x < 0`. As this is an equivalence and not an implication, it can't be applied to `hbw` directly. Its direction `.mpr` takes `b * w < 0` to `exp (b * w) < 1`, which is what `sub_neg.mpr` needs. The mathematical argument is unchanged, and the rest of the proof stands as it was.

The change, after which it compiles:

```diff
@@ -80,5 +80,5 @@
     popDiff_minus_zero, popDiff_zero_plus]
   have hbw : b * w < 0 := mul_neg_of_neg_of_pos hb hw
-  have hN : exp (b * w) - 1 < 0 := sub_neg.mpr (exp_lt_one hbw)
+  have hN : exp (b * w) - 1 < 0 := sub_neg.mpr (Real.exp_lt_one_iff.mpr hbw)
   -- the order of the spectator weights is reversed
   have hS : exp (2 * b * (w - D)) < exp (-(b * (w + 2 * D))) :=
```
